# The least-squares torque correction of predicted forces is unique for non-collinear atoms

A machine-learned model that predicts forces directly, and not as the gradient of a rotationally invariant energy, can return forces with a net torque on an isolated molecule. In a molecular dynamics run the angular momentum of the molecule then changes although nothing outside acts on it. Subtracting the mean force stops a spurious drift of the centre, but it doesn't remove the torque.

Let the atoms sit at positions $x_i$, with predicted forces $F_i$. The repair studied here subtracts from each force a term shaped like a rigid rotation,
$$\tilde F_i = F_i - w\times x_i ,$$
with one vector $w$ for the whole molecule. Suppose that the atoms don't lie on one line, that their positions sum to zero, and that the predicted forces sum to zero. Then exactly one $w$ makes the torque vanish, the corrected forces still sum to zero, and every other set of forces without torque about the origin is farther from $F$ in summed squared deviation. For simulation practice, this gives isolated, non-linear molecules a well-defined smallest change of the forces that removes the torque without creating a net force, and so restores conservation of angular momentum.

## Finitely many atoms, equally weighted

The atoms carry labels from a finite type `ι`, and positions and forces are functions `ι → Vec`, where a `Vec` is a triple of real components without units.

```lean
import Mathlib

open Matrix

namespace TorqueFreeForces

noncomputable section

/-- Vectors in three-dimensional space. -/
abbrev Vec := Fin 3 → ℝ

variable {ι : Type*} [Fintype ι]

/-- The net force, the sum of the forces on all atoms. -/
def netForce (F : ι → Vec) : Vec := ∑ i, F i
```

The torque is taken about the origin, and `⨯₃` is the cross product.

```lean
/-- The total torque about the origin of forces `F` acting at positions `x`. -/
def torque (x F : ι → Vec) : Vec := ∑ i, x i ⨯₃ F i

/-- The corrected forces `F i - w × x i`. -/
def corrected (x F : ι → Vec) (w : Vec) : ι → Vec := fun i => F i - w ⨯₃ x i
```

The squared deviation is written out with dot products (`⬝ᵥ`), so it is the ordinary Euclidean one. Every atom counts equally, whatever its mass.

```lean
/-- The squared deviation between two sets of forces, summed over atoms and components. -/
def sqDist (F G : ι → Vec) : ℝ := ∑ i, (F i - G i) ⬝ᵥ (F i - G i)
```

Equal weights also fix the tensor that governs the correction,
$$I w=\sum_i x_i\times(w\times x_i).$$
It is the inertia tensor with all masses set to one, and in general not the physical inertia tensor of the molecule. Likewise $w$ is not an angular velocity, although it stands where a textbook writes $\omega$: it has the dimension of force per length.

```lean
/-- The inertia tensor of the points `x` with unit masses, as the linear map
`w ↦ ∑ x i × (w × x i)`. -/
def inertia (x : ι → Vec) : Vec →ₗ[ℝ] Vec where
  toFun w := ∑ i, x i ⨯₃ (w ⨯₃ x i)
  map_add' u v := by
    simp only [map_add, LinearMap.add_apply, Finset.sum_add_distrib]
  map_smul' c v := by
    simp only [map_smul, LinearMap.smul_apply, Finset.smul_sum, RingHom.id_apply]
```

The rule $a\times(b\times c)=(a\cdot c)\,b-(a\cdot b)\,c$ turns this into the familiar form $\sum_i\left(|x_i|^2w-(x_i\cdot w)\,x_i\right)$. The proof checks it atom by atom and component by component.

```lean
/-- The inertia tensor has the textbook form `∑ (|x i|² w - (x i · w) x i)`. -/
theorem inertia_apply (x : ι → Vec) (w : Vec) :
    inertia x w = ∑ i, ((x i ⬝ᵥ x i) • w - (x i ⬝ᵥ w) • x i) := by
  change ∑ i, x i ⨯₃ (w ⨯₃ x i) = _
  refine Finset.sum_congr rfl fun i _ => ?_
  ext k
  fin_cases k <;> simp [cross_apply, dotProduct, Fin.sum_univ_three] <;> ring
```

## Atoms that do not lie on one line

Physically, this hypothesis says that the molecule is not linear: a rotation about any axis whatever moves at least one atom. In Lean it reads `¬ Collinear ℝ (Set.range x)`. One or two points are always collinear, so the hypothesis implies at least three distinct positions.

The derivation uses it to show that exactly one $w$ removes the torque. Two identities come first. For any forces $H_i$, the cyclic rule for the triple product gives
$$\sum_i (w\times x_i)\cdot H_i=\sum_i w\cdot(x_i\times H_i)=w\cdot\sum_i x_i\times H_i ,$$
so the work along a rigid rotation is $w$ dotted with the torque. In Lean both sides are expanded into components, the sums are merged, and `ring` settles the identity for each atom.

```lean
/-- The work of forces `H` along the rigid rotation `w × x i` is `w` dotted with their torque. -/
theorem rotation_work (x H : ι → Vec) (w : Vec) :
    ∑ i, (w ⨯₃ x i) ⬝ᵥ H i = w ⬝ᵥ torque x H := by
  simp only [torque, dotProduct, Fin.sum_univ_three, Finset.sum_apply, Finset.mul_sum]
  rw [← Finset.sum_add_distrib, ← Finset.sum_add_distrib]
  refine Finset.sum_congr rfl fun i _ => ?_
  simp [cross_apply]
  ring
```

The second identity is linearity of the cross product:
$$\sum_i x_i\times(F_i-w\times x_i)=\sum_i x_i\times F_i-Iw .$$
The corrected forces are therefore torque-free exactly when $Iw=T$, where $T=\sum_i x_i\times F_i$ is the torque of the prediction.

```lean
/-- The correction lowers the torque by the inertia tensor applied to `w`. -/
theorem torque_corrected (x F : ι → Vec) (w : Vec) :
    torque x (corrected x F w) = torque x F - inertia x w := by
  change ∑ i, x i ⨯₃ (F i - w ⨯₃ x i)
    = ∑ i, x i ⨯₃ F i - ∑ i, x i ⨯₃ (w ⨯₃ x i)
  simp only [map_sub, Finset.sum_sub_distrib]
```

This is a linear system of three equations in three unknowns, and it has exactly one solution if $I$ sends only the zero vector to zero. Suppose $Iw=0$ with $w\neq0$. The work identity with $H_i=w\times x_i$ gives
$$\sum_i|w\times x_i|^2=w\cdot Iw=0 .$$
No term is negative, so $w\times x_i=0$ for every $i$. Then
$$0=w\times(w\times x_i)=(w\cdot x_i)\,w-|w|^2x_i,\qquad\text{so}\qquad x_i=\frac{w\cdot x_i}{|w|^2}\,w .$$
All atoms lie on the line through the origin along $w$, which the hypothesis excludes.

```lean
/-- The dot product of a real vector with itself is nonnegative. -/
lemma dot_self_nonneg (v : Vec) : 0 ≤ v ⬝ᵥ v :=
  Finset.sum_nonneg fun k _ => mul_self_nonneg (v k)
```

The Lean proof takes the same route. After `by_contra` it sets out to show that the points are collinear, with base point `0` and direction `w`. The step `hsum` is the vanishing sum of squares, `hi` extracts $w\times x_i=0$ for a single atom, and `key` is the double cross product solved for $|w|^2x_i$.

```lean
/-- For non-collinear points the inertia tensor is injective. -/
theorem inertia_injective (x : ι → Vec) (hx : ¬ Collinear ℝ (Set.range x)) :
    Function.Injective (inertia x) := by
  refine (injective_iff_map_eq_zero (inertia x)).2 fun w hw => ?_
  by_contra hne
  apply hx
  rw [collinear_iff_exists_forall_eq_smul_vadd]
  refine ⟨0, w, ?_⟩
  rintro _ ⟨i, rfl⟩
  -- the sum of the squares of all `w × x i` vanishes, hence so does every `w × x i`
  have hsum : ∑ j, (w ⨯₃ x j) ⬝ᵥ (w ⨯₃ x j) = 0 := by
    refine (rotation_work x (fun j => w ⨯₃ x j) w).trans ?_
    change w ⬝ᵥ inertia x w = 0
    rw [hw, dotProduct_zero]
  have hi : w ⨯₃ x i = 0 := dotProduct_self_eq_zero.1
    ((Finset.sum_eq_zero_iff_of_nonneg (fun j _ => dot_self_nonneg _)).1 hsum i
      (Finset.mem_univ i))
  -- so `x i` is a multiple of `w`
  have key : (w ⬝ᵥ w) • x i = (w ⬝ᵥ x i) • w := by
    have h : w ⨯₃ (w ⨯₃ x i) = (w ⬝ᵥ x i) • w - (w ⬝ᵥ w) • x i := by
      ext k
      fin_cases k <;> simp [cross_apply, dotProduct, Fin.sum_univ_three] <;> ring
    rw [hi, map_zero] at h
    exact (sub_eq_zero.1 h.symm).symm
  have ww : w ⬝ᵥ w ≠ 0 := fun h => hne (dotProduct_self_eq_zero.1 h)
  refine ⟨(w ⬝ᵥ w)⁻¹ * (w ⬝ᵥ x i), ?_⟩
  rw [vadd_eq_add, add_zero, mul_smul, ← key, smul_smul, inv_mul_cancel₀ ww, one_smul]
```

For a linear molecule, uniqueness of $w$ fails. Put two atoms at $\pm e_3$ with forces $\pm e_1$, where $e_1,e_2,e_3$ are the Cartesian unit vectors. The torque is $2e_2$, and $w=e_2$ removes it, leaving zero force on both atoms. But $w=e_2+c\,e_3$ does the same for every real $c$, because a rotation about the molecular axis moves neither atom.

## Competing forces without torque

The corrected forces are compared with forces $G_i$ that have zero torque themselves. That is what an isolated molecule with a rotationally invariant energy has. The condition enters where a mixed term has to vanish. Since $\tilde F_i-F_i=-w\times x_i$,
$$|G_i-F_i|^2=|G_i-\tilde F_i|^2+|\tilde F_i-F_i|^2-2\,(w\times x_i)\cdot(G_i-\tilde F_i).$$
Summed over the atoms, the last term is $-2w$ dotted with the torque of $G-\tilde F$, by the work identity. Both $G$ and $\tilde F$ are torque-free, so it is zero, and
$$\sum_i|G_i-F_i|^2=\sum_i|G_i-\tilde F_i|^2+\sum_i|\tilde F_i-F_i|^2 .$$

In the Lean proof, `hd` says that the difference has no torque, `h` is the vanishing mixed term, and `hp` is the expansion for one atom.

```lean
/-- If the corrected forces and the forces `G` are both torque-free, the squared deviation of `G`
from `F` is that of `G` from the corrected forces plus that of the corrected forces from `F`. -/
theorem sqDist_pythagoras (x F G : ι → Vec) (w : Vec)
    (hw : torque x (corrected x F w) = 0) (hG : torque x G = 0) :
    sqDist G F = sqDist G (corrected x F w) + sqDist (corrected x F w) F := by
  have hd : torque x (fun i => G i - corrected x F w i) = 0 := by
    have h : torque x (fun i => G i - corrected x F w i)
        = torque x G - torque x (corrected x F w) := by
      simp only [torque, map_sub, Finset.sum_sub_distrib]
    rw [h, hG, hw, sub_zero]
  -- the correction is orthogonal to the difference of torque-free forces
  have h : ∑ i, (w ⨯₃ x i) ⬝ᵥ (G i - corrected x F w i) = 0 :=
    (rotation_work x (fun i => G i - corrected x F w i) w).trans
      (by rw [hd, dotProduct_zero])
  have hp : ∀ i, (G i - F i) ⬝ᵥ (G i - F i)
      = (G i - corrected x F w i) ⬝ᵥ (G i - corrected x F w i)
        + (corrected x F w i - F i) ⬝ᵥ (corrected x F w i - F i)
        - 2 * ((w ⨯₃ x i) ⬝ᵥ (G i - corrected x F w i)) := by
    intro i
    simp only [corrected, dotProduct, Fin.sum_univ_three, Pi.sub_apply]
    ring
  unfold sqDist
  rw [Finset.sum_congr rfl (fun i _ => hp i), Finset.sum_sub_distrib,
    Finset.sum_add_distrib, ← Finset.mul_sum, h]
  ring
```

If $G$ is allowed to have a torque, $\tilde F$ need not be the closest choice: $G=F$ has deviation zero. If $G$ is the set of exact forces on an isolated molecule, the identity also says that the correction never increases the total squared error, and lowers it whenever it changes the forces at all.

## Positions measured from the centroid

The hypothesis `hc`, $\sum_i x_i=0$, puts the origin at the geometric centre of the atoms, which is in general not the centre of mass. This restricts only the choice of coordinates, and the torque of forces with zero sum is the same about every origin.

The hypothesis is used once, for the net force:
$$\sum_i\tilde F_i=\sum_iF_i-w\times\sum_ix_i=\sum_iF_i .$$
In `torque_correction`, below, this is the step `hs`.

Without it, the correction can create a net force. Take three atoms at $0$, $e_1$ and $e_2$, with forces $-e_2$, $e_2$ and $0$. The forces sum to zero and the torque is $e_3$. Here $Ie_3=2e_3$, so $w=\tfrac12e_3$, and the corrected forces sum to $-w\times(e_1+e_2)=\tfrac12(e_1-e_2)$.

## No net force in the prediction

The hypothesis `hF` says that the predicted forces sum to zero, as the exact forces do for an isolated molecule whose energy is invariant under translations. It is used in the last equality needed for the net force, $\sum_iF_i=0$. Without it, the corrected forces of centred atoms keep the net force of the prediction. If the same force $f\neq0$ acts on every atom of a centred, non-linear molecule, the torque is $\left(\sum_ix_i\right)\times f=0$. Then $w=0$, and the net force stays as it was.

The full statement has three parts. The equivalence with `w' = w` says that this `w` and no other removes the torque. The next clause is zero net force. The last says that every torque-free `G` different from the corrected forces is strictly farther from `F`. Since `G` may have any net force, the comparison includes all forces with zero sum and zero torque.

```lean
/-- For non-collinear points with sum zero and forces `F` with sum zero, exactly one `w` makes
`F i - w × x i` torque-free. These corrected forces have zero sum and are strictly closer to `F`
in least squares than all other torque-free forces, whatever the net force of the latter. -/
theorem torque_correction (x F : ι → Vec) (hx : ¬ Collinear ℝ (Set.range x))
    (hc : ∑ i, x i = 0) (hF : netForce F = 0) :
    ∃ w, (∀ w', torque x (corrected x F w') = 0 ↔ w' = w) ∧
      netForce (corrected x F w) = 0 ∧
      ∀ G, torque x G = 0 → G ≠ corrected x F w →
        sqDist (corrected x F w) F < sqDist G F := by
  have hinj := inertia_injective x hx
  -- an injective linear map of a finite-dimensional space to itself is surjective
  obtain ⟨w, hw⟩ := LinearMap.injective_iff_surjective.1 hinj (torque x F)
  have h0 : torque x (corrected x F w) = 0 := by rw [torque_corrected, hw, sub_self]
  refine ⟨w, fun w' => ⟨fun h => ?_, fun h => h ▸ h0⟩, ?_, fun G hG hne => ?_⟩
  · rw [torque_corrected, sub_eq_zero] at h
    exact hinj (h.symm.trans hw.symm)
  · have hs : ∑ i, w ⨯₃ x i = 0 := by rw [← map_sum, hc, map_zero]
    change ∑ i, (F i - w ⨯₃ x i) = 0
    rw [Finset.sum_sub_distrib, hs, sub_zero]
    exact hF
  · obtain ⟨i, hi⟩ := Function.ne_iff.1 hne
    have hpos : 0 < sqDist G (corrected x F w) :=
      Finset.sum_pos' (fun j _ => dot_self_nonneg _) ⟨i, Finset.mem_univ i,
        lt_of_le_of_ne (dot_self_nonneg _)
          (Ne.symm fun h => hi (sub_eq_zero.1 (dotProduct_self_eq_zero.1 h)))⟩
    linarith [sqDist_pythagoras x F G w h0 hG]
```

The proof obtains `w` from the fact that an injective linear map of a finite-dimensional space to itself is surjective, and gets uniqueness from injectivity. For strictness, it picks an atom on which `G` and the corrected forces differ, which makes their squared deviation positive, and then applies the Pythagorean identity.

The step from here to a real molecule is the premise that its exact forces have neither net force nor torque. An external field or periodic boundary conditions can break it. Zero torque also doesn't make the forces the gradient of an energy, so the total energy may still drift.

## The correction in a dynamics step

After the model has returned its forces, the program measures the positions from their centroid and subtracts the mean force. It then sums the torque $T$ and the $3\times3$ matrix $\sum_i\left(|x_i|^2\delta_{ab}-x_{i,a}x_{i,b}\right)$, where $a,b$ label Cartesian components and $\delta_{ab}$ is one for $a=b$ and zero otherwise. For a non-linear molecule it solves $Iw=T$ and subtracts $w\times x_i$ from each force; for a linear one the matrix is singular.

Take four atoms at $e_1,-e_1,e_2,-e_2$ with predicted forces $e_2,-e_2,0,0$. The torque is $2e_3$ and $Ie_3=4e_3$, so $w=\tfrac12e_3$. The corrected forces are $\tfrac12e_2,\,-\tfrac12e_2,\,\tfrac12e_1,\,-\tfrac12e_1$, with zero sum and zero torque.

The squared change of the forces can be read off without computing them:
$$\sum_i|w\times x_i|^2=w\cdot Iw=w\cdot T .$$
In the example both sides equal $1$. The Lean proof replaces the torque by $Iw$ and applies the work identity to the forces $w\times x_i$.

```lean
/-- If the corrected forces are torque-free, their squared deviation from `F` is `w` dotted with
the torque of `F`. -/
theorem correction_size (x F : ι → Vec) (w : Vec) (hw : torque x (corrected x F w) = 0) :
    sqDist (corrected x F w) F = w ⬝ᵥ torque x F := by
  rw [torque_corrected, sub_eq_zero] at hw
  rw [hw]
  refine Eq.trans ?_ (rotation_work x (fun i => w ⨯₃ x i) w)
  refine Finset.sum_congr rfl fun i _ => ?_
  simp only [corrected, dotProduct, Fin.sum_univ_three, Pi.sub_apply]
  ring
```

## Linear molecules: many vectors, the same forces

The two-atom example is an instance of a general fact. If $x_i=r_iu$ with real numbers $r_i$ and a vector $u\neq0$, then $u\times x_i=0$, so $w$ and $w+u$ give the same corrected forces. If one of them removes the torque, so does the other. For centred atoms this describes every collinear arrangement, since a line that contains all the atoms also contains their centroid.

```lean
omit [Fintype ι] in
/-- If all points lie on the line through the origin along `u ≠ 0`, then `w + u` differs from `w`
but gives the same corrected forces. -/
theorem not_unique_of_line (x F : ι → Vec) (u w : Vec) (r : ι → ℝ) (hu : u ≠ 0)
    (hx : ∀ i, x i = r i • u) :
    w + u ≠ w ∧ corrected x F (w + u) = corrected x F w := by
  refine ⟨fun h => hu (add_eq_left.1 h), ?_⟩
  funext i
  simp only [corrected, hx i, map_add, LinearMap.add_apply, map_smul, cross_self, add_zero]

end

end TorqueFreeForces
```

```lean
#print axioms TorqueFreeForces.inertia_apply
-- 'TorqueFreeForces.inertia_apply' depends on axioms: [propext, Classical.choice, Quot.sound]
#print axioms TorqueFreeForces.torque_correction
-- 'TorqueFreeForces.torque_correction' depends on axioms: [propext, Classical.choice, Quot.sound]
#print axioms TorqueFreeForces.correction_size
-- 'TorqueFreeForces.correction_size' depends on axioms: [propext, Classical.choice, Quot.sound]
#print axioms TorqueFreeForces.not_unique_of_line
-- 'TorqueFreeForces.not_unique_of_line' depends on axioms: [propext, Classical.choice, Quot.sound]
```
